# Bounding the distance between Kleinman-Bylander energies orthogonal to the reference state and a constant moved into the local part

The Kleinman-Bylander Hamiltonian here is `H0 + |dV φ⟩⟨dV φ| / ⟨φ, dV φ⟩`, with bounded operators `H0` and `dV` on a complex inner product space, `dV` Hermitian, and a unit reference vector `φ`. `H_s` is the same construction after a real constant `s` is added to `H0` and subtracted from `dV`. The theorem `energy_near_shift` assumes that the new denominator, `⟨φ, dV φ⟩ - s`, has modulus at least one. It says that for every unit vector `x` orthogonal to `φ`, the real part of `⟨x, H_s x⟩` differs from `s` by at most `‖H0‖ + ‖dV φ‖²`. The proof uses the identity `shifted_energy`. There the real part of `⟨x, H_s x⟩`, less that of `⟨x, H0 x⟩` and less `s`, is multiplied by the new denominator, and the product is the squared modulus of the overlap of `x` and `dV φ`. The proof takes absolute values in this identity, then bounds the overlap and the `H0` term separately.

This version doesn't compile in Lean 4 with Mathlib:

```lean
import Mathlib

open Filter
open scoped InnerProductSpace

namespace KleinmanBylanderLocalShift

noncomputable section

variable {E : Type*} [NormedAddCommGroup E] [InnerProductSpace ℂ E]

/-- A bounded operator is Hermitian if it can be moved across the inner product. -/
def Hermitian (A : E →L[ℂ] E) : Prop := ∀ x y, ⟪A x, y⟫_ℂ = ⟪x, A y⟫_ℂ

/-- The operator `|a⟩⟨b|`. -/
def ketBra (a b : E) : E →L[ℂ] E := (innerSL ℂ b).smulRight a

/-- The Kleinman-Bylander Hamiltonian `H0 + |dV φ⟩⟨dV φ| / ⟨φ, dV φ⟩`. -/
def kb (H0 dV : E →L[ℂ] E) (φ : E) : E →L[ℂ] E :=
  H0 + (⟪φ, dV φ⟫_ℂ)⁻¹ • ketBra (dV φ) (dV φ)

/-- The Kleinman-Bylander Hamiltonian `H_s` after a constant `s` has been moved from the
nonlocal part `dV` to the local part `H0`. -/
def kbShift (H0 dV : E →L[ℂ] E) (φ : E) (s : ℝ) : E →L[ℂ] E :=
  kb (H0 + (s : ℂ) • ContinuousLinearMap.id ℂ E) (dV - (s : ℂ) • ContinuousLinearMap.id ℂ E) φ

/-- The inner product of a vector with itself is its squared norm. -/
lemma self_inner (v : E) : ⟪v, v⟫_ℂ = ((‖v‖ ^ 2 : ℝ) : ℂ) := by
  exact_mod_cast inner_self_eq_norm_sq_to_K (𝕜 := ℂ) v

/-- For Hermitian `dV` and a unit vector `φ`, moving the constant `s` lowers the Kleinman-Bylander
denominator by `s`. -/
lemma shifted_denominator {dV : E →L[ℂ] E} (hV : Hermitian dV) {φ : E} (hφ : ‖φ‖ = 1) (s : ℝ) :
    ⟪φ, dV φ - (s : ℂ) • φ⟫_ℂ = (((⟪φ, dV φ⟫_ℂ).re - s : ℝ) : ℂ) := by
  have hr : (((⟪φ, dV φ⟫_ℂ).re : ℝ) : ℂ) = ⟪φ, dV φ⟫_ℂ :=
    Complex.conj_eq_iff_re.mp (by rw [inner_conj_symm]; exact hV φ φ)
  rw [inner_sub_right, inner_smul_right, self_inner φ, hφ, Complex.ofReal_sub, hr]
  simp

/-- Let `dV` be Hermitian, `φ` a unit vector and `s ≠ ⟨φ, dV φ⟩`. For a unit vector `x` orthogonal
to `φ`, the energy of `H_s` minus that of `H0` and minus `s`, times the denominator `⟨φ, dV φ⟩ - s`,
is the squared modulus of the overlap of `x` with `dV φ`. -/
theorem shifted_energy {H0 dV : E →L[ℂ] E} (hV : Hermitian dV) {φ x : E} (hφ : ‖φ‖ = 1)
    (hx1 : ‖x‖ = 1) (hx : ⟪φ, x⟫_ℂ = 0) {s : ℝ} (hs : s ≠ (⟪φ, dV φ⟫_ℂ).re) :
    ((⟪φ, dV φ⟫_ℂ).re - s) *
      ((⟪x, kbShift H0 dV φ s x⟫_ℂ).re - (⟪x, H0 x⟫_ℂ).re - s) = ‖⟪x, dV φ⟫_ℂ‖ ^ 2 := by
  have hx' : ⟪x, φ⟫_ℂ = 0 := inner_eq_zero_symm.mp hx
  -- orthogonality removes the constant from the projector overlap
  have h1 : ⟪x, dV φ - (s : ℂ) • φ⟫_ℂ = ⟪x, dV φ⟫_ℂ := by
    rw [inner_sub_right, inner_smul_right, hx', mul_zero, sub_zero]
  have h2 : ⟪dV φ - (s : ℂ) • φ, x⟫_ℂ = starRingEnd ℂ ⟪x, dV φ⟫_ℂ := by
    rw [← inner_conj_symm (dV φ - (s : ℂ) • φ) x, h1]
  have happ : kbShift H0 dV φ s x = H0 x + (s : ℂ) • x + (⟪φ, dV φ - (s : ℂ) • φ⟫_ℂ)⁻¹ •
      (⟪dV φ - (s : ℂ) • φ, x⟫_ℂ • (dV φ - (s : ℂ) • φ)) := rfl
  have key : ⟪x, kbShift H0 dV φ s x⟫_ℂ = ⟪x, H0 x⟫_ℂ +
      ((s + ((⟪φ, dV φ⟫_ℂ).re - s)⁻¹ * ‖⟪x, dV φ⟫_ℂ‖ ^ 2 : ℝ) : ℂ) := by
    rw [happ, shifted_denominator hV hφ s, h2]
    simp only [inner_add_right, inner_smul_right]
    rw [h1, self_inner x, hx1, Complex.conj_mul']
    push_cast
    ring
  have hd := mul_inv_cancel₀ (sub_ne_zero.mpr hs.symm)
  rw [key, Complex.add_re, Complex.ofReal_re]
  linear_combination ‖⟪x, dV φ⟫_ℂ‖ ^ 2 * hd

/-- Let `dV` be Hermitian and `φ` a unit vector. If `⟨φ, dV φ⟩ - s` has modulus at least one, the
energy of `H_s` on every unit vector orthogonal to `φ` differs from `s` by at most `‖H0‖ + ‖dV φ‖²`.
-/
theorem energy_near_shift {H0 dV : E →L[ℂ] E} (hV : Hermitian dV) {φ x : E} (hφ : ‖φ‖ = 1)
    (hx1 : ‖x‖ = 1) (hx : ⟪φ, x⟫_ℂ = 0) {s : ℝ} (hd : 1 ≤ |(⟪φ, dV φ⟫_ℂ).re - s|) :
    |(⟪x, kbShift H0 dV φ s x⟫_ℂ).re - s| ≤ ‖H0‖ + ‖dV φ‖ ^ 2 := by
  have hs : s ≠ (⟪φ, dV φ⟫_ℂ).re := by
    intro h
    rw [← h, sub_self, abs_zero] at hd
    linarith
  have key := shifted_energy (H0 := H0) hV hφ hx1 hx hs
  have hn : ‖⟪x, dV φ⟫_ℂ‖ ≤ ‖dV φ‖ := by
    simpa [hx1] using norm_inner_le_norm (𝕜 := ℂ) x (dV φ)
  have hn2 := pow_le_pow_left₀ (norm_nonneg _) hn 2
  have hh : |(⟪x, H0 x⟫_ℂ).re| ≤ ‖H0‖ := by
    refine (Complex.abs_re_le_norm _).trans ((norm_inner_le_norm _ _).trans ?_)
    rw [hx1, one_mul]
    simpa [hx1] using H0.le_opNorm x
  have ht := mul_le_mul_of_nonneg_right hd
    (abs_nonneg ((⟪x, kbShift H0 dV φ s x⟫_ℂ).re - (⟪x, H0 x⟫_ℂ).re - s))
  rw [← abs_mul, key, abs_of_nonneg (sq_nonneg _), one_mul] at ht
  have ha := abs_le.mp (ht.trans hn2)
  have hb := abs_le.mp hh
  exact abs_le.mpr ⟨by linarith [ha.1, hb.1], by linarith [ha.2, hb.2]⟩

end

end KleinmanBylanderLocalShift
```

The compiler's answer:

```
Main.lean:86:36: error: Application type mismatch: The argument
  sq_nonneg ?m.300
has type
  0 ≤ ?m.300 ^ 2
but is expected to have type
  0 ≤ (⟪x, (kbShift H0 dV φ s) x⟫_ℂ).re - (⟪x, H0 x⟫_ℂ).re - s
in the application
  abs_of_nonneg (sq_nonneg ?m.300)
```

What went wrong. The error is in the rewrite that should remove the absolute value from the squared overlap. After `← abs_mul` and `key`, the hypothesis `ht` has an absolute value on each side. On the left it is that of the `H_s` energy minus the `H0` energy minus `s`, and on the right that of `‖⟪x, dV φ⟫_ℂ‖ ^ 2`. Only the right one was meant.

In `abs_of_nonneg (sq_nonneg _)` the underscore leaves open even the type of number being squared. Lean therefore put off matching the statement of `sq_nonneg` with the hypothesis that `abs_of_nonneg` needs, and the rewrite searched for the absolute value of anything, not of a square. It took the first one, on the left. Only then was `sq_nonneg` checked, against the claim that the left expression is nonnegative. That expression is a subtraction, not a square, so the types do not match.

The repair replaces the underscore with `‖⟪x, dV φ⟫_ℂ‖`, a known real number. Lean can now match the two statements before the rewrite searches, so it looks for the absolute value of that norm squared, which occurs only on the right. The left absolute value stays, as the later use of `abs_le` requires.

The repair, with which the file compiles:

```diff
@@ -84,5 +84,5 @@
   have ht := mul_le_mul_of_nonneg_right hd
     (abs_nonneg ((⟪x, kbShift H0 dV φ s x⟫_ℂ).re - (⟪x, H0 x⟫_ℂ).re - s))
-  rw [← abs_mul, key, abs_of_nonneg (sq_nonneg _), one_mul] at ht
+  rw [← abs_mul, key, abs_of_nonneg (sq_nonneg ‖⟪x, dV φ⟫_ℂ‖), one_mul] at ht
   have ha := abs_le.mp (ht.trans hn2)
   have hb := abs_le.mp hh
```
